# exp(−tA) has no negative entries for t ≥ 0 if A is a finite real matrix with no positive off-diagonal entries

When a Hamiltonian is written as a real matrix A in a finite basis and none of its off-diagonal entries is positive, its imaginary-time propagator exp(−tA) has no negative entry at any time t ≥ 0. `propagator_nonneg` states this for any finite real square matrix with such off-diagonal entries; the matrix need not be symmetric, and the diagonal is free. The proof sets B = −tA and adds a multiple c of the identity, large enough to make every entry of the sum nonnegative. The powers of the shifted matrix, and so its exponential series, then have nonnegative entries, and undoing the shift only multiplies by the positive number exp(−c).

This version doesn't compile in Lean 4 with Mathlib:

```lean
import Mathlib

open Matrix Filter Topology

namespace PropagatorNonneg

noncomputable section

variable {n : Type*} [Fintype n] [DecidableEq n]

/-- The imaginary-time propagator `exp(-tA)`. -/
def propagator (t : ℝ) (A : Matrix n n ℝ) : Matrix n n ℝ :=
  NormedSpace.exp ((-t) • A)

/-- The exponential series of a matrix converges to its exponential. -/
theorem hasSum_exp (B : Matrix n n ℝ) :
    HasSum (fun k : ℕ => ((k.factorial : ℝ)⁻¹) • B ^ k) (NormedSpace.exp B) := by
  let : NormedRing (Matrix n n ℝ) := Matrix.linftyOpNormedRing
  let : NormedAlgebra ℝ (Matrix n n ℝ) := Matrix.linftyOpNormedAlgebra
  exact NormedSpace.exp_series_hasSum_exp' (𝕂 := ℝ) B

/-- If `B v = b v`, then `exp(B) v = exp(b) v`. -/
theorem exp_mulVec {B : Matrix n n ℝ} {b : ℝ} {v : n → ℝ} (h : B *ᵥ v = b • v) :
    NormedSpace.exp B *ᵥ v = Real.exp b • v := by
  have hk : ∀ k : ℕ, B ^ k *ᵥ v = b ^ k • v := by
    intro k
    induction k with
    | zero => simp
    | succ k ih =>
      rw [pow_succ, ← Matrix.mulVec_mulVec, h, Matrix.mulVec_smul, ih, smul_smul,
        pow_succ, mul_comm]
  -- apply the exponential series to `v` term by term
  let g : Matrix n n ℝ →+ (n → ℝ) :=
    { toFun := fun X => X *ᵥ v
      map_zero' := Matrix.zero_mulVec v
      map_add' := fun X Y => Matrix.add_mulVec X Y v }
  have h1 : HasSum (fun k : ℕ => (((k.factorial : ℝ)⁻¹) • B ^ k) *ᵥ v)
      (NormedSpace.exp B *ᵥ v) :=
    (hasSum_exp B).map g (continuous_id.matrix_mulVec continuous_const)
  have h2 := (NormedSpace.exp_series_hasSum_exp' (𝕂 := ℝ) b).smul_const v
  have e : (fun k : ℕ => (((k.factorial : ℝ)⁻¹) • B ^ k) *ᵥ v) =
      fun k : ℕ => (((k.factorial : ℝ)⁻¹) • b ^ k) • v := by
    funext k
    rw [Matrix.smul_mulVec, hk, smul_assoc]
  rw [e] at h1
  rw [Real.exp_eq_exp_ℝ]
  exact h1.unique h2

/-- If the off-diagonal entries of `A` are nonpositive and `t ≥ 0`, every entry of
`exp(-tA)` is nonnegative. -/
theorem propagator_nonneg {A : Matrix n n ℝ} (hA : ∀ i j, i ≠ j → A i j ≤ 0)
    {t : ℝ} (ht : 0 ≤ t) (i j : n) : 0 ≤ propagator t A i j := by
  unfold propagator
  have hB : ∀ i j, i ≠ j → 0 ≤ ((-t) • A) i j := by
    intro i j hij
    change 0 ≤ (-t) * A i j
    nlinarith [mul_nonneg ht (neg_nonneg.2 (hA i j hij))]
  generalize (-t) • A = B at hB ⊢
  -- a diagonal shift makes the whole matrix nonnegative
  obtain ⟨c, hc⟩ : ∃ c : ℝ, ∀ i, 0 ≤ B i i + c := by
    refine ⟨∑ k, |B k k|, fun i => ?_⟩
    have h := Finset.single_le_sum (f := fun k => |B k k|)
      (fun k _ => abs_nonneg _) (Finset.mem_univ i)
    have h' := neg_abs_le (B i i)
    simp only at h
    linarith
  have hC : ∀ i j, 0 ≤ (B + c • (1 : Matrix n n ℝ)) i j := by
    intro i j
    by_cases hij : i = j
    · subst hij
      simpa using hc i
    · simpa [Matrix.one_apply_ne hij] using hB i j hij
  have hpow : ∀ (k : ℕ) i j, 0 ≤ ((B + c • (1 : Matrix n n ℝ)) ^ k) i j := by
    intro k
    induction k with
    | zero =>
      intro i j
      rw [pow_zero, Matrix.one_apply]
      split_ifs <;> norm_num
    | succ k ih =>
      intro i j
      rw [pow_succ, Matrix.mul_apply]
      exact Finset.sum_nonneg fun l _ => mul_nonneg (ih i l) (hC l j)
  let g : Matrix n n ℝ →+ ℝ :=
    { toFun := fun X => X i j
      map_zero' := rfl
      map_add' := fun _ _ => rfl }
  have hexp : 0 ≤ NormedSpace.exp (B + c • (1 : Matrix n n ℝ)) i j :=
    hasSum_le (fun k => mul_nonneg (by positivity) (hpow k i j)) hasSum_zero
      ((hasSum_exp (B + c • (1 : Matrix n n ℝ))).map g (continuous_id.matrix_elem i j))
  -- undoing the shift costs a positive factor
  have hs := exp_mulVec (B := (-c) • (1 : Matrix n n ℝ)) (b := -c)
    (v := Pi.single j 1) (by rw [Matrix.smul_mulVec, Matrix.one_mulVec])
  have hcomm : Commute (B + c • (1 : Matrix n n ℝ)) ((-c) • (1 : Matrix n n ℝ)) :=
    (Commute.one_right _).smul_right _
  have hsum : (B + c • (1 : Matrix n n ℝ)) + (-c) • (1 : Matrix n n ℝ) = B := by module
  have key : NormedSpace.exp B *ᵥ Pi.single j 1 =
      Real.exp (-c) • (NormedSpace.exp (B + c • (1 : Matrix n n ℝ)) *ᵥ Pi.single j 1) := by
    rw [← Matrix.mulVec_smul, ← hs, Matrix.mulVec_mulVec,
      ← Matrix.exp_add_of_commute _ _ hcomm, hsum]
  rw [Matrix.mulVec_single_one, Matrix.mulVec_single_one] at key
  have h := congrFun key i
  change NormedSpace.exp B i j =
    Real.exp (-c) * NormedSpace.exp (B + c • (1 : Matrix n n ℝ)) i j at h
  rw [h]
  exact mul_nonneg (Real.exp_pos _).le hexp

end

end PropagatorNonneg
```

The error:

```
Main.lean:65:4: error: `simp` made no progress

Note: The target expression is not type-correct under the `implicit` transparency level, which may have triggered the failure. This is usually caused by unfolding of semireducible definitions in prior tactic steps. Use `set_option linter.tacticCheckInstances true` to investigate the source of the issue.
Full error:
  function expected
    B i
```

Fix (accepted with no message):

```diff
@@ -60,16 +60,16 @@
   obtain ⟨c, hc⟩ : ∃ c : ℝ, ∀ i, 0 ≤ B i i + c := by
     refine ⟨∑ k, |B k k|, fun i => ?_⟩
-    have h := Finset.single_le_sum (f := fun k => |B k k|)
+    have h : |B i i| ≤ ∑ k, |B k k| := Finset.single_le_sum (f := fun k => |B k k|)
       (fun k _ => abs_nonneg _) (Finset.mem_univ i)
-    have h' := neg_abs_le (B i i)
-    simp only at h
-    linarith
-  have hC : ∀ i j, 0 ≤ (B + c • (1 : Matrix n n ℝ)) i j := by
+    linarith [neg_abs_le (B i i)]
+  obtain ⟨C, hCe⟩ : ∃ C, C = B + c • (1 : Matrix n n ℝ) := ⟨_, rfl⟩
+  have hC : ∀ i j, 0 ≤ C i j := by
     intro i j
+    rw [hCe]
     by_cases hij : i = j
     · subst hij
       simpa using hc i
     · simpa [Matrix.one_apply_ne hij] using hB i j hij
-  have hpow : ∀ (k : ℕ) i j, 0 ≤ ((B + c • (1 : Matrix n n ℝ)) ^ k) i j := by
+  have hpow : ∀ (k : ℕ) i j, 0 ≤ (C ^ k) i j := by
     intro k
     induction k with
@@ -86,21 +86,20 @@
       map_zero' := rfl
       map_add' := fun _ _ => rfl }
-  have hexp : 0 ≤ NormedSpace.exp (B + c • (1 : Matrix n n ℝ)) i j :=
+  have hexp : 0 ≤ NormedSpace.exp C i j :=
     hasSum_le (fun k => mul_nonneg (by positivity) (hpow k i j)) hasSum_zero
-      ((hasSum_exp (B + c • (1 : Matrix n n ℝ))).map g (continuous_id.matrix_elem i j))
+      ((hasSum_exp C).map g (continuous_id.matrix_elem i j))
   -- undoing the shift costs a positive factor
   have hs := exp_mulVec (B := (-c) • (1 : Matrix n n ℝ)) (b := -c)
     (v := Pi.single j 1) (by rw [Matrix.smul_mulVec, Matrix.one_mulVec])
-  have hcomm : Commute (B + c • (1 : Matrix n n ℝ)) ((-c) • (1 : Matrix n n ℝ)) :=
-    (Commute.one_right _).smul_right _
-  have hsum : (B + c • (1 : Matrix n n ℝ)) + (-c) • (1 : Matrix n n ℝ) = B := by module
+  have hcomm : Commute C ((-c) • (1 : Matrix n n ℝ)) := (Commute.one_right _).smul_right _
+  have hsum : C + (-c) • (1 : Matrix n n ℝ) = B := by
+    rw [hCe]
+    module
   have key : NormedSpace.exp B *ᵥ Pi.single j 1 =
-      Real.exp (-c) • (NormedSpace.exp (B + c • (1 : Matrix n n ℝ)) *ᵥ Pi.single j 1) := by
+      Real.exp (-c) • (NormedSpace.exp C *ᵥ Pi.single j 1) := by
     rw [← Matrix.mulVec_smul, ← hs, Matrix.mulVec_mulVec,
       ← Matrix.exp_add_of_commute _ _ hcomm, hsum]
   rw [Matrix.mulVec_single_one, Matrix.mulVec_single_one] at key
-  have h := congrFun key i
-  change NormedSpace.exp B i j =
-    Real.exp (-c) * NormedSpace.exp (B + c • (1 : Matrix n n ℝ)) i j at h
+  have h : NormedSpace.exp B i j = Real.exp (-c) * NormedSpace.exp C i j := congrFun key i
   rw [h]
   exact mul_nonneg (Real.exp_pos _).le hexp
```

Cause. The error is at `simp only at h`, in the step that finds the shift c. With no lemmas given, `simp only` can do little more here than tidy the form of `h`, for instance by applying `fun k => |B k k|` to `i`. It changed nothing, and Lean treats that as an error. The note adds a possible reason: `B i i` uses a matrix as a function, which requires unfolding `Matrix`, and at the `implicit` transparency level Lean does not do so. The messages don't settle whether this stopped `simp` or `h` was already in its plain form.

The repair works in either case. It writes out the type of `h` as `|B i i| ≤ ∑ k, |B k k|`, which Lean accepts for the same term, and drops the `simp only`. `linarith` then has the inequality it needs.

The other changes are tidying: `neg_abs_le` is passed straight to `linarith`, the shifted matrix gets the name `C`, and the final `change` becomes a stated type. No message concerns those parts.
